# Finite positive exponential sums approximate 1/x arbitrarily well on x ≥ m > 0

For every $m>0$ and every tolerance $e>0$ there are finitely many positive weights $w_k$ and positive nodes $t_k$ such that

$$\Bigl|\frac1x-\sum_k w_k\exp(-x\,t_k)\Bigr|<e\qquad\text{for all }x\ge m .$$

The same weights and nodes serve the whole half-line, and therefore every interval $[m,M]$. In the formulas the letter $e$ denotes the tolerance; the exponential function is written $\exp$.

## Energy denominators tie the orbitals together

In second-order Møller–Plesset theory, the contribution of a double excitation from occupied orbitals $i,j$ to virtual orbitals $a,b$ is divided by

$$x=\varepsilon_a+\varepsilon_b-\varepsilon_i-\varepsilon_j ,$$

where the $\varepsilon$ are orbital energies. The fraction $1/x$ is in general not a product of functions of the single orbitals, so it couples the four orbital sums. An exponential of $x$ is such a product. The Laplace integral

$$\frac1x=\int_0^\infty \exp(-xt)\,dt ,\qquad x>0,$$

writes the fraction as a superposition of exponentials, and a quadrature replaces the integral by a finite sum. Here $t$ is an imaginary time divided by $\hbar$, with the unit of an inverse energy. The weights and the tolerance have the same unit.

This is the basis of Laplace-transformed perturbation theory. The result applies to denominators that are differences of orbital energies with a positive gap, as they arise from a non-interacting reference Hamiltonian.

## What the theorems say

The function `laplaceSum w t x` is the exponential sum $\sum_k w_k\exp(-x\,t_k)$. Weights and nodes are functions `Fin N → ℝ`, so $k$ runs from $0$ to $N-1$.

`exists_laplace_quadrature` is the opening statement. In it, $N$, $w$ and $t$ are chosen before $x$, which makes the approximation uniform. In the application, $m$ is a positive lower bound on the denominators, which are excitation energies of the non-interacting reference and not of the interacting system. The error is absolute: at large $x$ the fraction $1/x$ is itself below $e$, and the theorem gives no control of the relative error there.

`exists_orbital_factorisation` applies this to orbitals. Let all occupied energies be at most $H$ and all virtual energies at least $L$, with $H<L$. The letter $H$ is an energy here, not a Hamiltonian. If $H$ and $L$ are the highest occupied and lowest virtual energies, $L-H$ is the orbital gap. An excitation of rank $n\ge1$ is given by two lists, `occ` and `vir`, of $n$ real numbers each. One quadrature, chosen before the rank and the energies, satisfies

$$\Bigl|\frac{1}{\sum_p(\mathrm{vir}_p-\mathrm{occ}_p)}-\sum_k w_k\prod_p \exp(-\mathrm{vir}_p t_k)\exp(\mathrm{occ}_p t_k)\Bigr|<e .$$

The energies are arbitrary real numbers within the two bounds; they needn't come from a Hartree–Fock calculation.

`error_unbounded_without_gap` shows that the approximation fails on the full range $x>0$. For any finite exponential sum, even with negative weights or nodes, and any number $C$, some $x>0$ has an error larger than $C$.

The step from here to a correlation energy remains to be taken. The theorems bound the error of each inverse denominator, whereas an energy also contains the numerators. In a finite basis, the error of the energy is at most $e$ times the sum of the absolute values of the coefficients that multiply the inverse denominators, and that sum can grow with the system.

## Equally spaced nodes give a geometric sum

Take a step $h>0$, nodes $t_k=(k+1)h$ and equal weights $h$. The quadrature is then a Riemann sum of the Laplace integral,

$$S=h\sum_{k=0}^{N-1}\exp(-x(k+1)h).$$

Multiplication by $\exp(xh)$ moves every term back by one node. In the difference $\exp(xh)S-S$ all terms cancel except the first and the last:

$$(X-1)\,S=h\,(1-E),\qquad X=\exp(xh),\quad E=\exp(-xNh).$$

## Discretisation and truncation errors

Let $x>0$. Both bounds on $S$ follow from the inequality $1+y\le\exp y$.

With $y=xh$ it gives $xh\le X-1$. Since $S\ge0$ and $E>0$,

$$xh\,S\le (X-1)S=h(1-E)\le h .$$

Division by $h$ and $x$ gives $S\le 1/x$: the quadrature never overestimates the fraction.

With $y=-xh$ it gives $1-xh\le 1/X$, hence $X(1-xh)\le1$. Subtracting $1-xh$ from both sides gives

$$(X-1)(1-xh)\le xh .$$

Multiply by $1-E\ge0$ and use the closed form on the right:

$$(X-1)(1-xh)(1-E)\le xh(1-E)=(X-1)\,xS .$$

Division by $X-1>0$ leaves

$$xS\ge(1-xh)(1-E)=1-E-xh+xhE\ge 1-E-xh .$$

After division by $x$,

$$0\le\frac1x-S\le h+\frac{\exp(-xNh)}{x}.$$

The first term comes from the finite step, the second from cutting the integral off at $Nh$.

Now set $h=e/2$. Since $\exp(-me/2)<1$, some power of it satisfies

$$\exp(-me/2)^N<\frac{e\,m}{2}.$$

This makes the truncation term at $x=m$ smaller than $e/2$. The term decreases with $x$, so it is below $e/2$ for all $x\ge m$, and the total error is below $e$.

The smallest case is $N=0$, an empty sum. It is allowed by the condition on $N$ when $em/2>1$: then $1/x\le1/m<e/2$, and zero is already a good enough approximation.

## Splitting the exponential over orbitals

Each difference $\mathrm{vir}_p-\mathrm{occ}_p$ is at least $L-H$. For $n\ge1$ the denominator therefore satisfies

$$x=\sum_p(\mathrm{vir}_p-\mathrm{occ}_p)\ge n(L-H)\ge L-H>0 ,$$

and the quadrature for $m=L-H$ applies to every rank. The exponential of the sum is a product,

$$\exp(-x\,t_k)=\prod_p\exp(-\mathrm{vir}_p t_k)\exp(\mathrm{occ}_p t_k),$$

which is the factorised form. For $n=2$ each node contributes four one-orbital factors.

## Small denominators defeat a fixed finite sum

Let $w$ and $t$ be arbitrary real weights and nodes. For $0<x\le1$ we have $-x\,t_k\le|t_k|$, so

$$\sum_k w_k\exp(-x\,t_k)\le B,\qquad B=\sum_k|w_k|\exp|t_k| .$$

The sum never exceeds $B$, while $1/x$ grows without limit as $x$ tends to zero. At $x=1/(|C|+B+1)$, which lies in $(0,1]$, the error is at least $|C|+B+1-B=|C|+1>C$.

Thus no single finite sum serves all $x>0$. A given non-empty finite set of positive denominators has a positive minimum, and for it a quadrature exists.

## The definitions and theorems in Lean

```lean
import Mathlib

open Finset

namespace LaplaceQuadrature

noncomputable section

/-- The exponential sum with weights `w` and nodes `t`, evaluated at the energy
denominator `x`. -/
def laplaceSum {N : ℕ} (w t : Fin N → ℝ) (x : ℝ) : ℝ :=
  ∑ k, w k * Real.exp (-(x * t k))

/-- The equally spaced nodes `h, 2h, ..., Nh` on the imaginary-time axis. -/
def equalNodes (N : ℕ) (h : ℝ) : Fin N → ℝ :=
  fun k => (((k : ℕ) : ℝ) + 1) * h

/-- With equally spaced nodes and equal weights `h`, the exponential sum multiplied by `exp(xh) - 1`
equals `h (1 - exp(-xNh))`. -/
theorem equal_nodes_closed_form (N : ℕ) (h x : ℝ) :
    (Real.exp (x * h) - 1) * laplaceSum (fun _ => h) (equalNodes N h) x
      = h * (1 - Real.exp (-(x * (N * h)))) := by
  have key : ∀ n : ℕ, (Real.exp (x * h) - 1) *
      ∑ k ∈ range n, h * Real.exp (-(x * (((k : ℝ) + 1) * h)))
        = h * (1 - Real.exp (-(x * (n * h)))) := by
    intro n
    induction n with
    | zero => simp
    | succ n ih =>
      -- one factor exp (x h) moves each term back by one node
      have e : Real.exp (x * h) * Real.exp (-(x * (((n : ℝ) + 1) * h)))
          = Real.exp (-(x * (n * h))) := by
        rw [← Real.exp_add]
        congr 1
        ring
      rw [sum_range_succ, mul_add, ih]
      push_cast
      linear_combination h * e
  exact (congrArg (fun s => (Real.exp (x * h) - 1) * s)
    (Fin.sum_univ_eq_sum_range
      (fun k : ℕ => h * Real.exp (-(x * (((k : ℝ) + 1) * h)))) N)).trans (key N)

/-- For a positive denominator `x` and positive step `h`, the equally spaced quadrature
never exceeds `1/x`, and its error is at most a discretisation term `h` plus a
truncation term `exp(-xNh)/x`. -/
theorem equal_nodes_error (N : ℕ) {h x : ℝ} (hh : 0 < h) (hx : 0 < x) :
    laplaceSum (fun _ => h) (equalNodes N h) x ≤ 1 / x ∧
    1 / x - laplaceSum (fun _ => h) (equalNodes N h) x
      ≤ h + Real.exp (-(x * (N * h))) / x := by
  have hS := equal_nodes_closed_form N h x
  have hS0 : 0 ≤ laplaceSum (fun _ => h) (equalNodes N h) x :=
    sum_nonneg fun k _ => mul_nonneg hh.le (Real.exp_pos _).le
  have hE : 0 < Real.exp (-(x * (N * h))) := Real.exp_pos _
  have hE1 : Real.exp (-(x * (N * h))) ≤ 1 := by
    apply Real.exp_le_one_iff.mpr
    have : 0 ≤ x * (N * h) := by positivity
    linarith
  generalize laplaceSum (fun _ => h) (equalNodes N h) x = S at *
  generalize Real.exp (-(x * (N * h))) = E at *
  have hxh : 0 < x * h := mul_pos hx hh
  have h1 : x * h + 1 ≤ Real.exp (x * h) := Real.add_one_le_exp _
  have h2 : Real.exp (x * h) * (1 - x * h) ≤ 1 := by
    have a := Real.add_one_le_exp (-(x * h))
    have b : Real.exp (x * h) * Real.exp (-(x * h)) = 1 := by
      rw [← Real.exp_add, add_neg_cancel, Real.exp_zero]
    have c := mul_le_mul_of_nonneg_left a (Real.exp_pos (x * h)).le
    linarith
  generalize Real.exp (x * h) = X at *
  have hD : 0 < X - 1 := by linarith
  constructor
  · rw [le_div_iff₀ hx]
    have a := mul_le_mul_of_nonneg_right h1 hS0
    have b := mul_pos hh hE
    have c : h * (S * x) ≤ h * 1 := by linarith
    exact le_of_mul_le_mul_left c hh
  · -- the same estimate multiplied by x
    have up : 1 - E - x * h ≤ x * S := by
      refine le_of_mul_le_mul_left ?_ hD
      have a : (X - 1) * (x * S) = x * (h * (1 - E)) := by
        linear_combination x * hS
      have b : (X - 1) * (1 - x * h) ≤ x * h := by linarith
      have c := mul_le_mul_of_nonneg_right b (sub_nonneg.mpr hE1)
      have d : 0 ≤ (X - 1) * (x * h) * E := by positivity
      rw [a]
      linarith
    have hr : x * (1 / x) = 1 := mul_one_div_cancel hx.ne'
    have a := mul_le_mul_of_nonneg_left up (one_div_pos.mpr hx).le
    have b : 1 / x * (1 - E - x * h) = 1 / x - E / x - h := by
      linear_combination (-h) * hr
    have c : 1 / x * (x * S) = S := by linear_combination S * hr
    rw [b, c] at a
    linarith

/-- Existence of Laplace quadratures: for every `m > 0` and tolerance `e > 0`, finitely
many positive weights and positive nodes reproduce `1/x` within `e` for all `x ≥ m`. -/
theorem exists_laplace_quadrature {m e : ℝ} (hm : 0 < m) (he : 0 < e) :
    ∃ (N : ℕ) (w t : Fin N → ℝ), (∀ k, 0 < w k) ∧ (∀ k, 0 < t k) ∧
      ∀ x, m ≤ x → |1 / x - laplaceSum w t x| < e := by
  have hh : 0 < e / 2 := by positivity
  have hlt : Real.exp (-(m * (e / 2))) < 1 := by
    apply Real.exp_lt_one_iff.mpr
    have : 0 < m * (e / 2) := by positivity
    linarith
  -- enough nodes to make the truncation term small at x = m
  obtain ⟨N, hN⟩ := exists_pow_lt_of_lt_one (show 0 < e / 2 * m by positivity) hlt
  have hpow : Real.exp (-(m * (N * (e / 2)))) = Real.exp (-(m * (e / 2))) ^ N := by
    rw [← Real.exp_nat_mul]
    congr 1
    ring
  refine ⟨N, fun _ => e / 2, equalNodes N (e / 2), fun _ => hh, fun k => ?_, ?_⟩
  · unfold equalNodes
    positivity
  · intro x hmx
    have hx : 0 < x := hm.trans_le hmx
    obtain ⟨lo, up⟩ := equal_nodes_error N hh hx
    have tail : Real.exp (-(x * (N * (e / 2)))) / x
        ≤ Real.exp (-(m * (N * (e / 2)))) / m := by
      gcongr
    have small : Real.exp (-(m * (N * (e / 2)))) / m < e / 2 := by
      rw [div_lt_iff₀ hm, hpow]
      exact hN
    rw [abs_of_nonneg (sub_nonneg.mpr lo)]
    linarith

/-- Orbital factorisation: if occupied energies are at most `H`, virtual energies at least
`L`, and `H < L`, one positive quadrature approximates the inverse denominators of all
excitation ranks `n ≥ 1` within `e` by sums of products of one-orbital factors. -/
theorem exists_orbital_factorisation {H L e : ℝ} (gap : H < L) (he : 0 < e) :
    ∃ (N : ℕ) (w t : Fin N → ℝ), (∀ k, 0 < w k) ∧ (∀ k, 0 < t k) ∧
      ∀ (n : ℕ) (occ vir : Fin n → ℝ), 0 < n → (∀ p, occ p ≤ H) → (∀ p, L ≤ vir p) →
        |1 / (∑ p, (vir p - occ p)) -
          ∑ k, w k * ∏ p, (Real.exp (-(vir p * t k)) * Real.exp (occ p * t k))| < e := by
  obtain ⟨N, w, t, hw, ht, hq⟩ := exists_laplace_quadrature (sub_pos.mpr gap) he
  refine ⟨N, w, t, hw, ht, fun n occ vir hn ho hv => ?_⟩
  -- every denominator is at least the gap
  have hsum : (n : ℝ) * (L - H) ≤ ∑ p, (vir p - occ p) := by
    calc (n : ℝ) * (L - H) = ∑ _p : Fin n, (L - H) := by
          rw [sum_const, card_univ, Fintype.card_fin, nsmul_eq_mul]
      _ ≤ _ := sum_le_sum fun p _ => sub_le_sub (hv p) (ho p)
  have hn1 : (1 : ℝ) ≤ n := by exact_mod_cast hn
  have hmin : L - H ≤ ∑ p, (vir p - occ p) := by
    have := mul_le_mul_of_nonneg_right hn1 (sub_pos.mpr gap).le
    linarith
  -- the exponential of a sum splits into orbital factors
  have hfac : ∀ k, ∏ p, (Real.exp (-(vir p * t k)) * Real.exp (occ p * t k))
      = Real.exp (-((∑ p, (vir p - occ p)) * t k)) := by
    intro k
    rw [sum_mul, ← sum_neg_distrib, Real.exp_sum]
    refine prod_congr rfl fun p _ => ?_
    rw [← Real.exp_add]
    congr 1
    ring
  simp only [hfac]
  exact hq _ hmin

/-- No finite exponential sum with real weights and nodes approximates `1/x` with bounded
error on all `x > 0`. -/
theorem error_unbounded_without_gap {N : ℕ} (w t : Fin N → ℝ) (C : ℝ) :
    ∃ x, 0 < x ∧ C < |1 / x - laplaceSum w t x| := by
  have hB : 0 ≤ ∑ k, |w k| * Real.exp |t k| :=
    sum_nonneg fun k _ => mul_nonneg (abs_nonneg _) (Real.exp_pos _).le
  -- the exponential sum is bounded above for 0 < x ≤ 1
  have bound : ∀ x, 0 < x → x ≤ 1 →
      laplaceSum w t x ≤ ∑ k, |w k| * Real.exp |t k| := by
    intro x hx hx1
    refine sum_le_sum fun k _ => ?_
    have hexp : -(x * t k) ≤ |t k| := by
      have a := mul_le_mul_of_nonneg_left (neg_abs_le (t k)) hx.le
      have b := mul_le_mul_of_nonneg_right hx1 (abs_nonneg (t k))
      linarith
    exact mul_le_mul (le_abs_self _) (Real.exp_le_exp.mpr hexp)
      (Real.exp_pos _).le (abs_nonneg _)
  generalize (∑ k, |w k| * Real.exp |t k|) = B at *
  have hC := abs_nonneg C
  have hpos : 0 < |C| + B + 1 := by linarith
  have hx1 : 1 / (|C| + B + 1) ≤ 1 := by
    rw [div_le_iff₀ hpos]
    linarith
  refine ⟨1 / (|C| + B + 1), one_div_pos.mpr hpos, ?_⟩
  have hb := bound _ (one_div_pos.mpr hpos) hx1
  refine lt_of_lt_of_le ?_ (le_abs_self _)
  rw [one_div_one_div]
  linarith [le_abs_self C]

end

end LaplaceQuadrature
```

```lean
#print axioms LaplaceQuadrature.exists_orbital_factorisation
-- 'LaplaceQuadrature.exists_orbital_factorisation' depends on axioms: [propext, Classical.choice, Quot.sound]
#print axioms LaplaceQuadrature.error_unbounded_without_gap
-- 'LaplaceQuadrature.error_unbounded_without_gap' depends on axioms: [propext, Classical.choice, Quot.sound]
```

## How Lean carries out the estimates

**The closed form.** `equal_nodes_closed_form` proves the geometric sum by induction on the number of nodes. The equation named `e` inside this proof is the shift by one node, $\exp(xh)\exp(-x(n+1)h)=\exp(-xnh)$, and not the tolerance. With it, `linear_combination` closes the induction step. The induction uses sums over `range n`; `Fin.sum_univ_eq_sum_range` carries the result over to the sum over `Fin N`.

**The two-sided bound.** In `equal_nodes_error`, the facts `h1` and `h2` are the two uses of $1+y\le\exp y$. The `generalize` steps replace the quadrature and the exponentials by plain variables `S`, `E` and `X`, with the same meaning as above. What remains is algebra with inequalities. The upper bound on $S$ is obtained by cancelling the positive factor $h$. For the lower bound, `up` states $1-E-xh\le xS$. It is proved by multiplying both sides by $X-1$, and the fact `d` accounts for the non-negative term $xhE$ that was discarded above. The last lines divide by $x$.

**The choice of step and number of nodes.** In `exists_laplace_quadrature`, `exists_pow_lt_of_lt_one` supplies $N$, and `hpow` identifies the power with the exponential in the truncation term. The fact `tail` compares this term at $x$ with its value at $m$; `gcongr` finds the monotonicity argument. The fact `small` bounds the value at $m$ by $e/2$. Since the quadrature never exceeds $1/x$, the absolute value can be removed, and the two halves of the tolerance are added.

**The orbital product.** `exists_orbital_factorisation` takes its quadrature from the previous theorem with $m=L-H$. The fact `hmin` is the lower bound on the denominator, and `hfac` is the product formula, obtained from `Real.exp_sum`. After rewriting with `hfac`, the claim is the quadrature estimate at this denominator.

**The failure near zero.** In `error_unbounded_without_gap`, `bound` is the estimate by $B$ on $0<x\le1$, proved term by term. The proof then supplies the point $1/(|C|+B+1)$ and compares the error with $C$.

The number of nodes that this construction needs grows roughly like $\frac{2}{me}\ln\frac{2}{me}$ when $me$ is small. Its equal spacing keeps the proof short and is not meant as an efficient grid; optimised, unequally spaced nodes usually need far fewer points.
